# The optical theorem between first and second Born orders for a finite unitary S-matrix

A Born series can be built from a potential and a Green's function, or it can be taken as a property of the S-matrix itself, and here it is taken the second way: S(t) is a complex matrix on finitely many channels, assumed unitary for small real coupling t and assumed to have an expansion through order t² that starts from the identity matrix. With S written as 1 + iT, these two assumptions force the first-order term of the transition matrix T to be Hermitian and fix the imaginary part of the diagonal (forward) elements of its second-order term.

```lean
import Mathlib

open Matrix Complex Filter Topology Asymptotics

namespace BornOpticalTheorem

variable {n : Type*} [Fintype n] [DecidableEq n]

/-- The S-matrix through second Born order in the coupling `t`: `1 + i t T1 + i t² T2`. -/
noncomputable def bornPolynomial (T1 T2 : Matrix n n ℂ) (t : ℝ) : Matrix n n ℂ :=
  1 + t • (I • T1) + t ^ 2 • (I • T2)

/-- Along the filter `l` of couplings, `S t` is eventually unitary and every matrix element
of `S t - (1 + i t T1 + i t² T2)` is `o(t²)`. -/
structure IsUnitaryBornFamily (l : Filter ℝ) (S : ℝ → Matrix n n ℂ)
    (T1 T2 : Matrix n n ℂ) : Prop where
  unitary : ∀ᶠ t in l, S t ∈ Matrix.unitaryGroup n ℂ
  expansion : ∀ a b, (fun t => (S t - bornPolynomial T1 T2 t) a b) =o[l] fun t => t ^ 2

/-- Unitarity order by order: if `1 + t X + t² B(t)` is unitary and `B(t) → Y` as nonzero
`t → 0`, then `X + X† = 0` and `Y + Y† + X† X = 0`. -/
theorem unitarity_orders {l : Filter ℝ} [l.NeBot] (hl : l ≤ 𝓝[≠] 0) {X Y : Matrix n n ℂ}
    {B : ℝ → Matrix n n ℂ} (hB : Tendsto B l (𝓝 Y))
    (hU : ∀ᶠ t in l, 1 + t • X + t ^ 2 • B t ∈ Matrix.unitaryGroup n ℂ) :
    X + star X = 0 ∧ Y + star Y + star X * X = 0 := by
  have ht0 : Tendsto (fun t : ℝ => t) l (𝓝 0) :=
    tendsto_id.mono_left (hl.trans nhdsWithin_le_nhds)
  have hne : ∀ᶠ t in l, t ≠ 0 :=
    (eventually_mem_nhdsWithin.filter_mono hl).mono fun _ ht => ht
  have hc : ∀ M : Matrix n n ℂ, Tendsto (fun _ : ℝ => M) l (𝓝 M) :=
    fun _ => tendsto_const_nhds
  -- `Q` collects the terms of `S† S - 1` of order `t²` and higher, divided by `t²`
  let Q : ℝ → Matrix n n ℂ := fun t => B t + star (B t) + star X * X
    + t • (star X * B t + star (B t) * X + t • (star (B t) * B t))
  have hQ : Tendsto Q l (𝓝 (Y + star Y + star X * X)) := by
    have h := ((hB.add hB.star).add (hc (star X * X))).add (ht0.smul
      ((((hc (star X)).mul hB).add (hB.star.mul (hc X))).add (ht0.smul (hB.star.mul hB))))
    simp only [zero_smul, add_zero] at h
    exact h
  -- `S† S = 1`, divided by `t`
  have key : ∀ᶠ t in l, X + star X + t • Q t = 0 := by
    filter_upwards [hU, hne] with t hu ht
    have h1 := Matrix.mem_unitaryGroup_iff'.1 hu
    have h2 : t • (X + star X + t • Q t)
        = star (1 + t • X + t ^ 2 • B t) * (1 + t • X + t ^ 2 • B t) - 1 := by
      simp only [Q, star_add, star_one, star_smul, star_trivial, add_mul, mul_add, one_mul,
        mul_one, smul_mul_assoc, mul_smul_comm]
      module
    rw [h1, sub_self] at h2
    exact (smul_eq_zero.1 h2).resolve_left ht
  have h1 : X + star X = 0 := by
    have h := tendsto_nhds_unique_of_eventuallyEq
      ((hc (X + star X)).add (ht0.smul hQ)) (hc 0) key
    simpa only [zero_smul, add_zero] using h
  -- the first order vanishes, so one may divide by `t` once more
  refine ⟨h1, tendsto_nhds_unique_of_eventuallyEq hQ (hc 0) ?_⟩
  filter_upwards [key, hne] with t hk ht
  rw [h1, zero_add] at hk
  exact (smul_eq_zero.1 hk).resolve_left ht

/-- For a unitary Born family along any approach of nonzero couplings to zero, `T1` is
Hermitian and `T2 - T2† = i T1† T1`. -/
theorem born_orders {l : Filter ℝ} [l.NeBot] (hl : l ≤ 𝓝[≠] 0) {S : ℝ → Matrix n n ℂ}
    {T1 T2 : Matrix n n ℂ} (h : IsUnitaryBornFamily l S T1 T2) :
    T1.IsHermitian ∧ T2 - T2ᴴ = I • (T1ᴴ * T1) := by
  have hne : ∀ᶠ t in l, t ≠ 0 :=
    (eventually_mem_nhdsWithin.filter_mono hl).mono fun _ ht => ht
  have hR : Tendsto (fun t : ℝ => (t ^ 2)⁻¹ • (S t - bornPolynomial T1 T2 t)) l (𝓝 0) :=
    tendsto_pi_nhds.2 fun a => tendsto_pi_nhds.2 fun b =>
      (h.expansion a b).tendsto_inv_smul_nhds_zero
  -- absorb the remainder into the second-order coefficient
  let B : ℝ → Matrix n n ℂ := fun t => I • T2 + (t ^ 2)⁻¹ • (S t - bornPolynomial T1 T2 t)
  have hB : Tendsto B l (𝓝 (I • T2)) := by
    have h0 : Tendsto B l (𝓝 (I • T2 + 0)) := tendsto_const_nhds.add hR
    rwa [add_zero] at h0
  have hU : ∀ᶠ t in l, 1 + t • (I • T1) + t ^ 2 • B t ∈ Matrix.unitaryGroup n ℂ := by
    filter_upwards [h.unitary, hne] with t hu ht
    have e : 1 + t • (I • T1) + t ^ 2 • B t = S t := by
      simp only [B, smul_add, smul_inv_smul₀ (pow_ne_zero 2 ht), bornPolynomial]
      abel
    rw [e]
    exact hu
  obtain ⟨h1, h2⟩ := unitarity_orders hl hB hU
  have hs : ∀ M : Matrix n n ℂ, star (I • M) = -(I • Mᴴ) := fun M => by
    rw [star_smul, Complex.star_def, conj_I, neg_smul, star_eq_conjTranspose]
  have hinj : ∀ M N : Matrix n n ℂ, I • M = I • N → M = N := fun M N e => by
    have e' := congrArg (fun Z => (-I) • Z) e
    simpa [smul_smul] using e'
  simp only [hs] at h1 h2
  have hH : T1ᴴ = T1 := hinj _ _ (add_neg_eq_zero.1 h1).symm
  refine ⟨hH, hinj _ _ ?_⟩
  simp only [neg_mul, smul_mul_assoc, mul_smul_comm] at h2
  linear_combination (norm := module) h2

omit [DecidableEq n] in
/-- The diagonal of `T2 - T2† = i T1† T1`: `Im (T2)_aa = (1/2) ∑_b |(T1)_ba|²`. -/
theorem forward_of_identity {T1 T2 : Matrix n n ℂ} (hid : T2 - T2ᴴ = I • (T1ᴴ * T1)) (a : n) :
    (T2 a a).im = 1 / 2 * ∑ b, ‖T1 b a‖ ^ 2 := by
  have h := congrArg Complex.im (congrFun (congrFun hid a) a)
  have hp : (T1ᴴ * T1) a a = ((∑ b, ‖T1 b a‖ ^ 2 : ℝ) : ℂ) := by
    rw [Matrix.mul_apply]
    push_cast
    refine Finset.sum_congr rfl fun b _ => ?_
    rw [conjTranspose_apply, Complex.star_def, Complex.conj_mul']
  simp only [Matrix.sub_apply, Matrix.smul_apply, conjTranspose_apply, hp, smul_eq_mul, sub_im,
    mul_im, I_re, I_im, ofReal_re, ofReal_im, Complex.star_def, conj_im] at h
  linarith

/-- Optical theorem at lowest Born order: if `S t` is unitary near `t = 0` and equals
`1 + i t T1 + i t² T2 + o(t²)`, then `T1` is Hermitian, its forward elements are real, and
`Im (T2)_aa = (1/2) ∑_b |(T1)_ba|²`. -/
theorem optical_theorem {S : ℝ → Matrix n n ℂ} {T1 T2 : Matrix n n ℂ}
    (h : IsUnitaryBornFamily (𝓝 0) S T1 T2) :
    T1.IsHermitian ∧ (∀ a, (T1 a a).im = 0) ∧
      ∀ a, (T2 a a).im = 1 / 2 * ∑ b, ‖T1 b a‖ ^ 2 := by
  have h' : IsUnitaryBornFamily (𝓝[≠] 0) S T1 T2 :=
    ⟨h.unitary.filter_mono nhdsWithin_le_nhds,
      fun a b => (h.expansion a b).mono nhdsWithin_le_nhds⟩
  obtain ⟨hH, hid⟩ := born_orders le_rfl h'
  refine ⟨hH, fun a => ?_, forward_of_identity hid⟩
  have e := congrArg Complex.im (congrFun (congrFun hH.eq a) a)
  simp only [conjTranspose_apply, Complex.star_def, conj_im] at e
  linarith

/-- `Im (T2)_aa` is nonnegative, and it vanishes exactly when `(T1)_ba = 0` for every
channel `b`. -/
theorem forward_im_nonneg {S : ℝ → Matrix n n ℂ} {T1 T2 : Matrix n n ℂ}
    (h : IsUnitaryBornFamily (𝓝 0) S T1 T2) (a : n) :
    0 ≤ (T2 a a).im ∧ ((T2 a a).im = 0 ↔ ∀ b, T1 b a = 0) := by
  rw [(optical_theorem h).2.2 a]
  refine ⟨by positivity, fun h0 b => ?_, fun h0 => by simp [h0]⟩
  have hs : ∑ b, ‖T1 b a‖ ^ 2 = 0 := by linarith
  have hb := (Finset.sum_eq_zero_iff_of_nonneg (fun b _ => sq_nonneg ‖T1 b a‖)).1 hs b
    (Finset.mem_univ b)
  simpa using hb

/-- If the second Born term `T2` of a unitary family is Hermitian, then the first Born term
`T1` is zero. -/
theorem first_order_eq_zero_of_hermitian {S : ℝ → Matrix n n ℂ} {T1 T2 : Matrix n n ℂ}
    (h : IsUnitaryBornFamily (𝓝 0) S T1 T2) (h2 : T2.IsHermitian) : T1 = 0 := by
  ext b a
  refine (forward_im_nonneg h a).2.1 ?_ b
  have e := congrArg Complex.im (congrFun (congrFun h2.eq a) a)
  simp only [conjTranspose_apply, Complex.star_def, conj_im] at e
  linarith

/-- A two-channel S-matrix with diagonal elements `(1 - t²)/(1 + t²)` and off-diagonal
elements `2 i t/(1 + t²)`. -/
noncomputable def twoChannel (t : ℝ) : Matrix (Fin 2) (Fin 2) ℂ :=
  !![(((1 - t ^ 2) / (1 + t ^ 2) : ℝ) : ℂ), I * ((2 * t / (1 + t ^ 2) : ℝ) : ℂ);
    I * ((2 * t / (1 + t ^ 2) : ℝ) : ℂ), (((1 - t ^ 2) / (1 + t ^ 2) : ℝ) : ℂ)]

/-- The two-channel S-matrix is a unitary Born family with `T1 = 2 σx` and `T2 = 2 i · 1`. -/
theorem twoChannel_witness :
    IsUnitaryBornFamily (𝓝 0) twoChannel !![0, 2; 2, 0] !![2 * I, 0; 0, 2 * I] := by
  have hrot : ∀ c s : ℝ, c ^ 2 + s ^ 2 = 1 →
      !![(c : ℂ), I * s; I * s, c] ∈ Matrix.unitaryGroup (Fin 2) ℂ := by
    intro c s hcs
    rw [Matrix.mem_unitaryGroup_iff', star_eq_conjTranspose]
    ext i j
    fin_cases i <;> fin_cases j <;>
      simp [Matrix.mul_apply, Fin.sum_univ_succ, conjTranspose_apply, Complex.ext_iff] <;>
      linarith
  -- `t² g(t)` is `o(t²)` when `g` is continuous and vanishes at zero
  have help : ∀ f g : ℝ → ℂ, Continuous g → g 0 = 0 → (∀ t : ℝ, f t = (t : ℂ) ^ 2 * g t) →
      f =o[𝓝 0] fun t : ℝ => t ^ 2 := by
    intro f g hg h0 hf
    have h1 : g =o[𝓝 0] (fun _ => (1 : ℝ)) := (isLittleO_one_iff ℝ).2 (by
      have e := hg.tendsto 0
      rwa [h0] at e)
    have h2 := h1.norm_left.mul_isBigO (isBigO_refl (fun t : ℝ => t ^ 2) (𝓝 0))
    refine IsLittleO.of_norm_left (h2.congr (fun t => ?_) (fun t => one_mul _))
    rw [hf, norm_mul, norm_pow, Complex.norm_real, Real.norm_eq_abs, sq_abs, mul_comm]
  have hd : ∀ t : ℝ, (1 + (t : ℂ) ^ 2) ≠ 0 := fun t => by
    exact_mod_cast (by positivity : (1 + t ^ 2 : ℝ) ≠ 0)
  have hg1 : Continuous fun t : ℝ => 2 * (t : ℂ) ^ 2 / (1 + (t : ℂ) ^ 2) :=
    Continuous.div₀ (by fun_prop) (by fun_prop) hd
  have hg2 : Continuous fun t : ℝ => -(2 * I * (t : ℂ)) / (1 + (t : ℂ) ^ 2) :=
    Continuous.div₀ (by fun_prop) (by fun_prop) hd
  have hI : I * (2 * I) = -2 := by linear_combination 2 * I_mul_I
  refine ⟨Eventually.of_forall fun t => hrot _ _ (by field_simp; ring), fun a b => ?_⟩
  fin_cases a <;> fin_cases b
  on_goal 1 => refine help _ _ hg1 (by simp) fun t => ?_
  on_goal 2 => refine help _ _ hg2 (by simp) fun t => ?_
  on_goal 3 => refine help _ _ hg2 (by simp) fun t => ?_
  on_goal 4 => refine help _ _ hg1 (by simp) fun t => ?_
  all_goals
    have e := hd t
    simp [twoChannel, bornPolynomial, hI]
    field_simp
    ring

end BornOpticalTheorem
```

```lean
#print axioms BornOpticalTheorem.first_order_eq_zero_of_hermitian
```

```
'BornOpticalTheorem.first_order_eq_zero_of_hermitian' depends on axioms: [propext, Classical.choice, Quot.sound]
```

## Channels, coupling and the two hypotheses

The channels are the elements a, b, … of a finite type `n`, and `S : ℝ → Matrix n n ℂ` assigns a matrix S(t) to each real coupling t. The column index is read as the incoming channel, so S(t)_ba is the amplitude for a → b, and the diagonal elements, which leave the channel unchanged, are called forward. They belong to the forward direction when the channels are beams or directions of travel; for partial-wave channels they describe elastic scattering within one partial wave. For two fixed complex matrices T1 and T2, `bornPolynomial T1 T2 t` is

P(t) = 1 + i t T1 + i t² T2,

where 1 is the identity matrix. This fixes the convention S = 1 + iT for the transition matrix T = t T1 + t² T2 + …, with all flux and phase-space factors absorbed into T. In Lean, `I` is the imaginary unit, and both `star M` and `Mᴴ` denote the conjugate transpose M† of a matrix M.

The structure `IsUnitaryBornFamily l S T1 T2` collects the hypotheses. Its argument `l` is a filter on ℝ, which specifies how the couplings approach their limit; `𝓝 0` means all t in a small enough interval around zero, and `𝓝[≠] 0` means the same with t = 0 removed. The field `unitary` says that S(t) is unitary for all t close enough along `l`. Physically this is conservation of probability: the channel list is complete and no flux is absorbed. The field `expansion` says that every element of S(t) − P(t) is o(t²), that is, negligible against t² as t → 0. It stands for the existence of a weak-coupling expansion through second order. Stating it element by element avoids the choice of a matrix norm. Along `𝓝 0` the point t = 0 is included, and there the condition forces S(0) = 1.

With `l` equal to `𝓝 0`, the theorem `optical_theorem` concludes three things. T1 is Hermitian; Im (T1)_aa = 0 for every channel a; and for every a,

Im (T2)_aa = ½ Σ_b |(T1)_ba|².

The sum runs over all channels, b = a included, and `‖T1 b a‖` is the modulus of the complex number (T1)_ba. The theorem `born_orders` gives Hermiticity of T1 together with the full matrix identity

T2 − T2† = i T1† T1,

and does so for any filter `l` of nonzero couplings tending to zero (`l ≤ 𝓝[≠] 0`) that is nontrivial (`l.NeBot`), for instance an approach through positive t only. Two corollaries hold for `𝓝 0`. By `forward_im_nonneg`, Im (T2)_aa ≥ 0, with equality exactly when (T1)_ba = 0 for all b. By `first_order_eq_zero_of_hermitian`, a Hermitian T2 forces T1 = 0.

## Probability balance at order t²

For S = 1 + iT unitary, the channel form of the optical theorem reads 2 Im T_aa = Σ_b |T_ba|². The left side is linear in T and the right side quadratic, so T1 enters the left side at order t and the right side at order t². The result says how the orders pair up: the order-t term on the left vanishes, and the order-t² term on the left, which comes from T2, matches the right side built from T1. A transition matrix cut off at t T1 has a real forward element, so it violates the relation in every channel a whose column of T1 is nonzero. Kinematic, single-scattering treatments of diffraction keep only this first-order term, and within a model of finitely many lossless beams the formula gives the imaginary part that the second-order forward amplitude must carry to restore the balance at order t².

The meaning of that imaginary part shows in the survival probability. Since (T1)_aa is real,

|S(t)_aa|² = 1 + t² ( |(T1)_aa|² − 2 Im (T2)_aa ) + o(t²) = 1 − t² Σ_{b≠a} |(T1)_ba|² + o(t²),

so the forward channel loses what the other channels gain at first Born order. With a single channel the last sum is empty, T1 is a real number, and the formula reads Im T2 = T1²/2; the phase S(t) = exp(2it) has T1 = 2 and T2 = 2i. The all-orders relation, the survival probability and this one-channel example are commentary on the file and are not among its theorems.

The familiar relation between a total cross section and the forward amplitude at a given wavenumber involves a continuum of directions and holds to all orders, whereas here the channel set is finite and only orders t and t² are treated. No Hamiltonian appears: T1 and T2 are whatever matrices satisfy `expansion`, and their identification with first- and second-order matrix elements of an interaction is an interpretation. Absorbing potentials, and a block of a larger S-matrix that loses flux to the omitted channels, are excluded by `unitary`, since the matrix is then not unitary. The Hermitian part of T2, and with it Re (T2)_aa, is left undetermined. In the convention S = 1 − iT both matrices change sign and the forward imaginary part is nonpositive.

## Expanding S†S = 1 in the coupling

Write S(t) = 1 + tX + t²B(t), where X is a fixed matrix and B(t) tends to a matrix Y as t → 0 through nonzero values. Because t is real, S† = 1 + tX† + t²B†, and multiplying out gives

S†S − 1 = t (X + X†) + t² (B + B† + X†X) + t³ (X†B + B†X) + t⁴ B†B.

Collect everything from order t² upward into

Q(t) = B + B† + X†X + t ( X†B + B†X + t B†B ),

so that S†S − 1 = t ( X + X† + t Q(t) ). The bracket that multiplies t inside Q has a finite limit, hence Q(t) → Y + Y† + X†X. Unitarity makes S†S − 1 vanish, and dividing by t ≠ 0 gives

X + X† + t Q(t) = 0.

As t → 0 the term t Q(t) tends to zero, so X + X† = 0. Putting this back leaves t Q(t) = 0, a second division gives Q(t) = 0 for small nonzero t, and the limit of Q must then be zero:

Y + Y† + X†X = 0.

The theorem `unitarity_orders` is this argument. The facts `ht0` and `hne` extract from `hl` that t → 0 and that t ≠ 0 along `l`. The definition `Q` is Q(t), and `hQ` assembles its limit from the rules for sums, products and adjoints of convergent matrices. In `key`, the lemma `Matrix.mem_unitaryGroup_iff'` supplies S†S = 1; the inner identity `h2` is the expansion above, where `simp only` distributes the product and `module` matches the powers of t; and `smul_eq_zero` with `resolve_left ht` is the division by t. Both limits are taken with `tendsto_nhds_unique_of_eventuallyEq`: two functions that agree along `l` have the same limit, which is valid because `l` is nontrivial.

## From X and Y to T1 and T2

Take X = i T1 and, for t ≠ 0,

B(t) = i T2 + ( S(t) − P(t) ) / t².

Then 1 + tX + t²B(t) = S(t) exactly, and B(t) → Y = i T2 because the remainder is o(t²). For any matrix M, (iM)† = −i M†. The first-order condition becomes i (T1 − T1†) = 0, so T1† = T1. In the second-order condition, Y + Y† = i (T2 − T2†) and X†X = (−i)(i) T1†T1 = T1†T1, so

i (T2 − T2†) + T1†T1 = 0,

and multiplying by −i gives T2 − T2† = i T1†T1.

In `born_orders`, `hR` turns the elementwise o(t²) condition into convergence of the rescaled remainder to zero, `hB` is the limit of B, and `hU` carries unitarity over through the identity `e`. The value that Lean assigns to `(t ^ 2)⁻¹` at t = 0 never enters, since `hne` keeps t nonzero. The helper `hs` is the rule for (iM)†, and `hinj` cancels a common factor i by multiplying with −i. After `hinj`, the remaining goal is the matrix identity multiplied by i, which `linear_combination` obtains as a rearrangement of `h2`.

## The diagonal and its consequences

Take the (a, a) element of the matrix identity, with z* the complex conjugate of z. On the left, (T2)_aa − (T2)_aa* = 2i Im (T2)_aa. On the right,

(T1†T1)_aa = Σ_b (T1)_ba* (T1)_ba = Σ_b |(T1)_ba|².

Comparing imaginary parts gives 2 Im (T2)_aa = Σ_b |(T1)_ba|². In `forward_of_identity`, `hp` is the displayed sum, `h` is the imaginary part of the diagonal element, and `linarith` divides by two.

The proof of `optical_theorem` restricts both hypotheses from `𝓝 0` to `𝓝[≠] 0` in `h'` and applies the two preceding theorems. The diagonal of T1† = T1 reads (T1)_aa* = (T1)_aa, whose imaginary part is −Im (T1)_aa = Im (T1)_aa, so it vanishes. In `forward_im_nonneg` the right side is a sum of squares, which is nonnegative and is zero only if each term is (`Finset.sum_eq_zero_iff_of_nonneg`); the converse is substitution. If T2 is Hermitian, its diagonal is real by the same conjugation step, every column of T1 vanishes, and `first_order_eq_zero_of_hermitian` follows.

## A two-channel family with nonzero T1

The definition `twoChannel` has channels 0 and 1. With c = (1 − t²)/(1 + t²), s = 2t/(1 + t²) and σx the Pauli matrix with zeros on the diagonal and ones off it,

S(t) = c·1 + i s σx.

Since σx is Hermitian and σx² = 1, S†S = (c·1 − i s σx)(c·1 + i s σx) = (c² + s²)·1, and c² + s² = 1 for every real t because (1 − t²)² + 4t² = (1 + t²)². For T1 = 2σx and T2 = 2i·1 the polynomial is P(t) = (1 − 2t²)·1 + 2it σx, and the diagonal and off-diagonal remainders are

c − (1 − 2t²) = t² · 2t²/(1 + t²),

i s − 2it = t² · ( −2it/(1 + t²) ).

Each is t² times a continuous function that vanishes at zero, hence o(t²). In `twoChannel_witness`, `hrot` proves unitarity from c² + s² = 1, `help` is the criterion for o(t²), `hg1` and `hg2` give continuity of the two factors, and `field_simp` with `ring` verifies the factorisations in all four elements. The family therefore satisfies `IsUnitaryBornFamily (𝓝 0)` with a nonzero first-order term, and in channel 0 the two sides of the forward formula are Im (T2)_00 = 2 and ½ (0² + 2²) = 2.
